# Ground-state degeneracies of non-interacting fragments multiply

If two finite-dimensional fragments with Hermitian Hamiltonians HA and HB do not interact, the dimension of their joint ground space is the product of the two fragment ground-space dimensions:

g(HA ⊗ 1 + 1 ⊗ HB, E) = g(HA, EA) · g(HB, EB).

Here g(H, x) is the dimension of the space of solutions of Hψ = xψ, and EA, EB and E are the lowest energies of fragment A, fragment B and the composite. The joint ground level is therefore nondegenerate exactly when both fragment ground levels are.

## Two radicals far apart

Take two distant radicals, each modelled by a finite matrix whose ground level is a spin doublet. Without interaction the pair has 2 · 2 = 4 ground states, which can be arranged as a singlet and a triplet. A weak coupling between the fragments can then be treated by degenerate perturbation theory in this four-dimensional space.

In a numerical calculation with the full matrix of such a non-interacting model, the product is the number of lowest roots, counted with multiplicity, that belong to the ground level. To check it, one computes at least one root more than this, if the matrix has one, with an eigensolver that resolves repeated eigenvalues. One then counts the computed eigenvalues that agree with the lowest one within a tolerance larger than the numerical error and smaller than the gap to the next level. A calculation restricted to one value of the total spin projection can find fewer: at projection zero, the radical pair above has only two of its four ground states.

## Matrices, levels and lowest energies

The fragments are complex matrices on finite index types `m` and `n`, and `separated HA HB` is HA ⊗ 1 + 1 ⊗ HB, acting on vectors indexed by pairs. The set `energies H` contains the real numbers E for which Hψ = Eψ has a nonzero solution; for Hermitian H, restricting to real numbers loses no eigenvalue. The subspace `levelSpace H E` is the kernel of H − E·1, and `finrank ℂ` gives its dimension, written g(H, E) above.

The theorem `ground_degeneracy_mul` assumes that both fragment matrices are Hermitian and that EA, EB and E are the least elements of the respective sets of energies. Such a least element exists for every Hermitian matrix on a nonempty index type, by `exists_ground_energy`. The composite is Hermitian as well, because (HA ⊗ 1)† = HA ⊗ 1 and (1 ⊗ HB)† = 1 ⊗ HB.

The model has no coupling, no transfer of particles between the fragments and no antisymmetrization across them. Infinite-dimensional Hamiltonians and continuous spectra are not covered.

## Counting pairs of fragment levels

Write the fragments in diagonalized form,

HA = U diag(a) V, UV = 1,
HB = W diag(b) X, WX = 1,

with real entries a_i and b_j. For a Hermitian matrix, U can be taken as the unitary matrix of eigenvectors and V as its adjoint.

For fragment A,

HA − x·1 = U diag(a_i − x) V.

The invertible factors U and V do not change the rank, which is the number of i with a_i ≠ x. By rank-nullity the kernel has the remaining dimension:

g(HA, x) = #{i : a_i = x}.

The same count holds for every matrix diagonalized in this way. The composite is one of them, since (U ⊗ W)(V ⊗ X) = UV ⊗ WX = 1 and

(U ⊗ W)(diag(a) ⊗ 1 + 1 ⊗ diag(b))(V ⊗ X)
= U diag(a) V ⊗ WX + UV ⊗ W diag(b) X
= HA ⊗ 1 + 1 ⊗ HB.

Its diagonal entries are a_i + b_j. Sorting the pairs (i, j) by i gives, at any energy x,

g(HA ⊗ 1 + 1 ⊗ HB, x) = #{(i, j) : a_i + b_j = x} = Σ_i g(HB, x − a_i).

Now set x = EA + EB. If a_i = EA, the term is g(HB, EB). If a_i > EA, then x − a_i < EB, where HB has no level, and the term is zero. There are g(HA, EA) terms of the first kind, so the sum is g(HA, EA) · g(HB, EB).

This product is positive, so EA + EB is an energy of the composite. For x < EA + EB, every x − a_i lies below EB and the whole sum vanishes. Hence E = EA + EB, and the product is the ground degeneracy.

## One-state fragments and excited levels

If fragment A has a single state of energy a, the composite is HB shifted by a, and the product reduces to 1 · g(HB, EB).

Excited levels need not follow the product rule. Two identical fragments with energies 0 and 1 reach the total energy 1 in two ways, as 0 + 1 and as 1 + 0. That level has dimension 2, although every fragment level is nondegenerate.

## The Lean file

```lean
import Mathlib

open Matrix Module
open scoped Kronecker

namespace SeparatedFragmentDegeneracy

noncomputable section

variable {m n : Type*} [Fintype m] [DecidableEq m] [Fintype n] [DecidableEq n]

/-- The Hamiltonian of two fragments that do not interact. -/
def separated (HA : Matrix m m ℂ) (HB : Matrix n n ℂ) : Matrix (m × n) (m × n) ℂ :=
  HA ⊗ₖ (1 : Matrix n n ℂ) + (1 : Matrix m m ℂ) ⊗ₖ HB

/-- The real energies at which the stationary Schroedinger equation has a nonzero solution. -/
def energies (H : Matrix n n ℂ) : Set ℝ :=
  {E | ∃ ψ : n → ℂ, ψ ≠ 0 ∧ H *ᵥ ψ = (E : ℂ) • ψ}

/-- The space of all solutions of the stationary Schroedinger equation at energy `E`. -/
def levelSpace (H : Matrix n n ℂ) (E : ℝ) : Submodule ℂ (n → ℂ) :=
  LinearMap.ker (Matrix.mulVecLin (H - (E : ℂ) • (1 : Matrix n n ℂ)))

/-- `H` is brought to the real diagonal `d` by the matrix `U` with inverse `V`. -/
def Diagonalizes (U V : Matrix n n ℂ) (d : n → ℝ) (H : Matrix n n ℂ) : Prop :=
  U * V = 1 ∧ H = U * diagonal (fun i => (d i : ℂ)) * V

/-- A vector lies in the level space exactly when it solves `H ψ = E ψ`. -/
theorem mem_levelSpace (H : Matrix n n ℂ) (E : ℝ) (ψ : n → ℂ) :
    ψ ∈ levelSpace H E ↔ H *ᵥ ψ = (E : ℂ) • ψ := by
  rw [levelSpace, LinearMap.mem_ker, Matrix.mulVecLin_apply, Matrix.sub_mulVec,
    Matrix.smul_mulVec, Matrix.one_mulVec, sub_eq_zero]

/-- If `H` is diagonalized with real diagonal `d`, the dimension of its level space at `E` is the
number of entries of `d` equal to `E`. -/
theorem finrank_of_diagonalizes {U V H : Matrix n n ℂ} {d : n → ℝ}
    (h : Diagonalizes U V d H) (E : ℝ) :
    finrank ℂ (levelSpace H E) = Fintype.card {i // d i = E} := by
  have hs : diagonal (fun i => (d i : ℂ) - (E : ℂ))
      = diagonal (fun i => (d i : ℂ)) - (E : ℂ) • (1 : Matrix n n ℂ) := by
    ext i j
    by_cases hij : i = j <;> simp [hij]
  have key : H - (E : ℂ) • (1 : Matrix n n ℂ)
      = U * diagonal (fun i => (d i : ℂ) - (E : ℂ)) * V := by
    rw [hs, Matrix.mul_sub, Matrix.sub_mul, ← h.2, Matrix.mul_smul, Matrix.smul_mul,
      Matrix.mul_one, h.1]
  -- the invertible factors do not change the rank
  have hr : (H - (E : ℂ) • (1 : Matrix n n ℂ)).rank = Fintype.card {i // ¬ d i = E} := by
    rw [key, Matrix.rank_mul_eq_left_of_isUnit_det _ _ (Matrix.isUnit_det_of_left_inverse h.1),
      Matrix.rank_mul_eq_right_of_isUnit_det _ _ (Matrix.isUnit_det_of_right_inverse h.1),
      Matrix.rank_diagonal]
    exact Fintype.card_congr (Equiv.subtypeEquivRight fun i => by
      rw [Ne, sub_eq_zero, Complex.ofReal_inj])
  have hn := LinearMap.finrank_range_add_finrank_ker
    (Matrix.mulVecLin (H - (E : ℂ) • (1 : Matrix n n ℂ)))
  rw [Module.finrank_fintype_fun_eq_card] at hn
  change (H - (E : ℂ) • (1 : Matrix n n ℂ)).rank + finrank ℂ (levelSpace H E)
    = Fintype.card n at hn
  have hc := Fintype.card_subtype_compl (fun i => d i = E)
  have hl := Fintype.card_subtype_le (fun i => d i = E)
  omega

/-- A Hermitian matrix can be diagonalized, with its eigenvalues on the diagonal. -/
theorem exists_diagonalizes {H : Matrix n n ℂ} (hH : H.IsHermitian) :
    ∃ U V, Diagonalizes U V hH.eigenvalues H := by
  refine ⟨hH.eigenvectorUnitary, star (hH.eigenvectorUnitary : Matrix n n ℂ),
    Matrix.mem_unitaryGroup_iff.mp hH.eigenvectorUnitary.2, ?_⟩
  have h := hH.spectral_theorem
  rw [Unitary.conjStarAlgAut_apply] at h
  exact h

/-- Products of fragment eigenvectors diagonalize the separated system, with summed energies. -/
theorem separated_diagonalizes {U V HA : Matrix m m ℂ} {W X HB : Matrix n n ℂ}
    {a : m → ℝ} {b : n → ℝ} (hA : Diagonalizes U V a HA) (hB : Diagonalizes W X b HB) :
    Diagonalizes (U ⊗ₖ W) (V ⊗ₖ X) (fun p => a p.1 + b p.2) (separated HA HB) := by
  have hd : diagonal (fun p : m × n => ((a p.1 + b p.2 : ℝ) : ℂ))
      = diagonal (fun i => (a i : ℂ)) ⊗ₖ (1 : Matrix n n ℂ)
        + (1 : Matrix m m ℂ) ⊗ₖ diagonal (fun j => (b j : ℂ)) := by
    ext ⟨i, j⟩ ⟨k, l⟩
    by_cases h1 : i = k <;> by_cases h2 : j = l <;>
      simp [Matrix.kroneckerMap_apply, h1, h2]
  constructor
  · rw [← Matrix.mul_kronecker_mul, hA.1, hB.1, Matrix.one_kronecker_one]
  · rw [hd, Matrix.mul_add, Matrix.add_mul]
    simp only [← Matrix.mul_kronecker_mul, Matrix.mul_one, hA.1, hB.1]
    rw [← hA.2, ← hB.2, separated]

/-- The degeneracy of the separated system at energy `E` is the sum, over the eigenvalues of
fragment A with multiplicity, of the degeneracy of fragment B at the remaining energy. -/
theorem finrank_separated {HA : Matrix m m ℂ} {HB : Matrix n n ℂ}
    (hA : HA.IsHermitian) (hB : HB.IsHermitian) (E : ℝ) :
    finrank ℂ (levelSpace (separated HA HB) E)
      = ∑ i, finrank ℂ (levelSpace HB (E - hA.eigenvalues i)) := by
  obtain ⟨U, V, h1⟩ := exists_diagonalizes hA
  obtain ⟨W, X, h2⟩ := exists_diagonalizes hB
  simp only [finrank_of_diagonalizes (separated_diagonalizes h1 h2),
    finrank_of_diagonalizes h2]
  rw [← Fintype.card_sigma]
  -- sort the pairs of fragment levels by the level of A
  exact Fintype.card_congr
    { toFun := fun p => ⟨p.1.1, p.1.2, eq_sub_of_add_eq' p.2⟩
      invFun := fun s => ⟨(s.1, s.2.1), by
        have h := s.2.2
        change hA.eigenvalues s.1 + hB.eigenvalues s.2.1 = E
        linarith⟩
      left_inv := fun _ => rfl
      right_inv := fun _ => rfl }

lemma mem_energies_iff (H : Matrix n n ℂ) (E : ℝ) :
    E ∈ energies H ↔ 0 < finrank ℂ (levelSpace H E) := by
  rw [Module.finrank_pos_iff_exists_ne_zero]
  constructor
  · rintro ⟨ψ, h0, h⟩
    exact ⟨⟨ψ, (mem_levelSpace H E ψ).2 h⟩, fun h' => h0 (congrArg Subtype.val h')⟩
  · rintro ⟨ψ, h0⟩
    exact ⟨ψ.1, fun h' => h0 (Subtype.ext h'), (mem_levelSpace H E ψ.1).1 ψ.2⟩

lemma mem_energies_iff_eigenvalue {H : Matrix n n ℂ} (hH : H.IsHermitian) (E : ℝ) :
    E ∈ energies H ↔ ∃ i, hH.eigenvalues i = E := by
  obtain ⟨U, V, h⟩ := exists_diagonalizes hH
  rw [mem_energies_iff, finrank_of_diagonalizes h, Fintype.card_pos_iff, nonempty_subtype]

/-- Every Hermitian matrix on a nonempty index type has a lowest energy. -/
theorem exists_ground_energy [Nonempty n] {H : Matrix n n ℂ} (hH : H.IsHermitian) :
    ∃ E, IsLeast (energies H) E := by
  obtain ⟨i, hi⟩ := Finite.exists_min hH.eigenvalues
  refine ⟨hH.eigenvalues i, (mem_energies_iff_eigenvalue hH _).2 ⟨i, rfl⟩, fun E hE => ?_⟩
  obtain ⟨j, rfl⟩ := (mem_energies_iff_eigenvalue hH E).1 hE
  exact hi j

/-- The ground-space dimension of two separated fragments is the product of the
ground-space dimensions of the fragments. -/
theorem ground_degeneracy_mul {HA : Matrix m m ℂ} {HB : Matrix n n ℂ}
    (hA : HA.IsHermitian) (hB : HB.IsHermitian) {EA EB E : ℝ}
    (hEA : IsLeast (energies HA) EA) (hEB : IsLeast (energies HB) EB)
    (hE : IsLeast (energies (separated HA HB)) E) :
    finrank ℂ (levelSpace (separated HA HB) E)
      = finrank ℂ (levelSpace HA EA) * finrank ℂ (levelSpace HB EB) := by
  have ha : ∀ i, EA ≤ hA.eigenvalues i := fun i =>
    hEA.2 ((mem_energies_iff_eigenvalue hA _).2 ⟨i, rfl⟩)
  have hz : ∀ x, x < EB → finrank ℂ (levelSpace HB x) = 0 := fun x hx =>
    Nat.eq_zero_of_not_pos fun hp => not_le_of_gt hx (hEB.2 ((mem_energies_iff HB x).2 hp))
  -- at the sum of the ground energies only ground levels of A contribute
  have hprod : finrank ℂ (levelSpace (separated HA HB) (EA + EB))
      = finrank ℂ (levelSpace HA EA) * finrank ℂ (levelSpace HB EB) := by
    have ht : ∀ i, finrank ℂ (levelSpace HB (EA + EB - hA.eigenvalues i))
        = if hA.eigenvalues i = EA then finrank ℂ (levelSpace HB EB) else 0 := by
      intro i
      split_ifs with h
      · rw [h, add_sub_cancel_left]
      · have hlt := lt_of_le_of_ne (ha i) (Ne.symm h)
        exact hz _ (by linarith)
    obtain ⟨U, V, h1⟩ := exists_diagonalizes hA
    rw [finrank_separated hA hB, Finset.sum_congr rfl (fun i _ => ht i),
      ← Finset.sum_filter, Finset.sum_const, smul_eq_mul, finrank_of_diagonalizes h1,
      Fintype.card_subtype]
  -- the composite has a level there, and none below
  have hle : E ≤ EA + EB := hE.2 ((mem_energies_iff _ _).2 (by
    rw [hprod]
    exact Nat.mul_pos ((mem_energies_iff _ _).1 hEA.1) ((mem_energies_iff _ _).1 hEB.1)))
  have hge : EA + EB ≤ E := by
    by_contra hlt
    have hp := (mem_energies_iff _ _).1 hE.1
    rw [finrank_separated hA hB, Finset.sum_eq_zero
      (fun i _ => hz _ (by linarith [ha i, not_le.mp hlt]))] at hp
    exact lt_irrefl 0 hp
  rw [le_antisymm hle hge, hprod]

/-- The ground level of the separated system is nondegenerate exactly when the ground levels
of both fragments are. -/
theorem ground_nondegenerate_iff {HA : Matrix m m ℂ} {HB : Matrix n n ℂ}
    (hA : HA.IsHermitian) (hB : HB.IsHermitian) {EA EB E : ℝ}
    (hEA : IsLeast (energies HA) EA) (hEB : IsLeast (energies HB) EB)
    (hE : IsLeast (energies (separated HA HB)) E) :
    finrank ℂ (levelSpace (separated HA HB) E) = 1 ↔
      finrank ℂ (levelSpace HA EA) = 1 ∧ finrank ℂ (levelSpace HB EB) = 1 := by
  rw [ground_degeneracy_mul hA hB hEA hEB hE]
  constructor
  · intro h
    -- both factors divide 1
    exact ⟨Nat.dvd_one.1 (Dvd.intro _ h), Nat.dvd_one.1 (Dvd.intro_left _ h)⟩
  · rintro ⟨h1, h2⟩
    rw [h1, h2]

/-- A fragment with the two energies 0 and 1. -/
def twoLevel : Matrix (Fin 2) (Fin 2) ℂ :=
  diagonal (fun i => ((![0, 1] i : ℝ) : ℂ))

/-- Two identical two-level fragments have a doubly degenerate level at energy 1, although the
fragment levels at 0 and at 1 are both nondegenerate. -/
theorem excited_degeneracy_not_mul :
    finrank ℂ (levelSpace twoLevel 0) = 1 ∧ finrank ℂ (levelSpace twoLevel 1) = 1 ∧
      finrank ℂ (levelSpace (separated twoLevel twoLevel) 1) = 2 := by
  have h : Diagonalizes 1 1 ![0, 1] twoLevel :=
    ⟨Matrix.one_mul 1, by rw [Matrix.one_mul, Matrix.mul_one, twoLevel]⟩
  rw [finrank_of_diagonalizes h, finrank_of_diagonalizes h,
    finrank_of_diagonalizes (separated_diagonalizes h h)]
  simp only [Fintype.card_subtype, Finset.card_filter, Fintype.sum_prod_type, Fin.sum_univ_two]
  norm_num

end

end SeparatedFragmentDegeneracy
```

```lean
#print axioms SeparatedFragmentDegeneracy.exists_ground_energy
-- 'SeparatedFragmentDegeneracy.exists_ground_energy' depends on axioms: [propext, Classical.choice, Quot.sound]
#print axioms SeparatedFragmentDegeneracy.ground_degeneracy_mul
-- 'SeparatedFragmentDegeneracy.ground_degeneracy_mul' depends on axioms: [propext, Classical.choice, Quot.sound]
#print axioms SeparatedFragmentDegeneracy.ground_nondegenerate_iff
-- 'SeparatedFragmentDegeneracy.ground_nondegenerate_iff' depends on axioms: [propext, Classical.choice, Quot.sound]
#print axioms SeparatedFragmentDegeneracy.excited_degeneracy_not_mul
-- 'SeparatedFragmentDegeneracy.excited_degeneracy_not_mul' depends on axioms: [propext, Classical.choice, Quot.sound]
```

## From the rank to the product

`finrank_of_diagonalizes` is the rank-nullity count. Its step `key` factors H − E·1, `hr` removes the invertible factors and reads off the rank of the diagonal matrix, and `omega` does the final subtraction. `exists_diagonalizes` supplies the factors from the spectral theorem.

In `separated_diagonalizes`, the step `hd` checks entry by entry that the diagonal matrix of sums is diag(a) ⊗ 1 + 1 ⊗ diag(b). The rule `Matrix.mul_kronecker_mul` then multiplies the tensor factors separately. `finrank_separated` sorts the pairs through an explicit bijection.

`mem_energies_iff` translates between "E is an energy" and "the level space has positive dimension". In `ground_degeneracy_mul`, this gives `hz`, the absence of levels of HB below EB. The step `ht` evaluates each term of the sum, and `hprod` collects them into the product. The inequalities `hle` and `hge` then identify E with EA + EB; this equality is used inside the proof and is not part of the theorem's conclusion.

`ground_nondegenerate_iff` follows because both factors of a product equal to 1 divide 1. For `excited_degeneracy_not_mul`, the matrix `twoLevel` is already diagonal, so identity matrices serve as U and V and the dimensions are found by counting entries.
